# The scalar Newton–Schulz iteration converges to one from any start in (0, 1]

The theorem says that repeating the step e ↦ e(3 − e²)/2 from a real number a with 0 < a ≤ 1 gives a sequence that tends to 1. In electronic-structure theory the matrix form of this step is used to orthonormalise a set of orbitals, and it acts on each singular value of the orbital matrix by this scalar rule; the theorem itself concerns only the scalar sequence, in exact real arithmetic. The proof shows by induction that the kth iterate stays between a and 1 and that its distance from 1 is at most (1 − a/2)ᵏ. The limit then follows by squeezing the sequence between 1 − (1 − a/2)ᵏ and 1.

As first written in Lean, the proof fails:

```lean
import Mathlib

open Matrix Filter Topology

namespace SchulzTendsto

noncomputable section

/-- The Newton-Schulz iteration `e ↦ e (3 - e²) / 2`, started at `a`. -/
def schulz (a : ℝ) : ℕ → ℝ
  | 0 => a
  | k + 1 => schulz a k * (3 - schulz a k ^ 2) / 2

/-- The Newton-Schulz iteration converges to one from every start in `(0, 1]`. -/
theorem schulz_tendsto {a : ℝ} (h0 : 0 < a) (h1 : a ≤ 1) :
    Tendsto (schulz a) atTop (𝓝 1) := by
  have key : ∀ k, a ≤ schulz a k ∧ schulz a k ≤ 1 ∧ 1 - schulz a k ≤ (1 - a / 2) ^ k := by
    intro k
    induction k with
    | zero => exact ⟨le_refl a, h1, by simp only [schulz, pow_zero]; linarith⟩
    | succ k ih =>
      obtain ⟨hl, hu, hb⟩ := ih
      simp only [schulz]
      generalize schulz a k = e at hl hu hb ⊢
      have he : 0 < e := lt_of_lt_of_le h0 hl
      have hd : 0 ≤ 1 - e := by linarith
      have p1 : 0 ≤ e * (1 - e) * (1 + e) := by positivity
      have p2 : 0 ≤ (1 - e) ^ 2 * (2 + e) := by positivity
      have p3 : 0 ≤ (1 - e) * (e - a + e ^ 2) :=
        mul_nonneg hd (by nlinarith [sq_nonneg e])
      have p4 : (1 - a / 2) * (1 - e) ≤ (1 - a / 2) * (1 - a / 2) ^ k :=
        mul_le_mul_of_nonneg_left hb (by linarith)
      refine ⟨by linarith, by linarith, ?_⟩
      rw [pow_succ']
      linarith
  -- the error is squeezed between zero and a geometric sequence
  have hq : Tendsto (fun k : ℕ => 1 - (1 - a / 2) ^ k) atTop (𝓝 1) := by
    have h := (tendsto_pow_atTop_nhds_zero_of_lt_one
      (show (0 : ℝ) ≤ 1 - a / 2 by linarith) (by linarith)).const_sub 1
    simpa only [sub_zero] using h
  exact tendsto_of_tendsto_of_tendsto_of_le_of_le hq tendsto_const_nhds
    (fun k => by have := (key k).2.2; simp only; linarith) (fun k => (key k).2.1)

end

end SchulzTendsto
```

The error:

```
Main.lean:35:6: error: linarith failed to find a contradiction
case succ
a : ℝ
h0 : 0 < a
h1 : a ≤ 1
k : ℕ
e : ℝ
hl : a ≤ e
hu : e ≤ 1
hb : 1 - e ≤ (1 - a / 2) ^ k
he : 0 < e
hd : 0 ≤ 1 - e
p1 : 0 ≤ e * (1 - e) * (1 + e)
p2 : 0 ≤ (1 - e) ^ 2 * (2 + e)
p3 : 0 ≤ (1 - e) * (e - a + e ^ 2)
p4 : (1 - a / 2) * (1 - e) ≤ (1 - a / 2) * (1 - a / 2) ^ k
a✝ : (1 - a / 2) ^ (k + 1) < 1 - e * (3 - e * e ^ 1) / 2
⊢ False
failed
```

What went wrong. The error comes from the last `linarith` of the induction step, but the fault lies in the `rw [pow_succ']` before it. Given no arguments, `pow_succ'` rewrote `e ^ 2` to `e * e ^ 1`, as the message shows, and left `(1 - a / 2) ^ (k + 1)` as it was. The bound `p4` speaks of `(1 - a / 2) * (1 - a / 2) ^ k`, and `linarith` does not identify the two expressions when the exponent is a variable, so it could not use `p4` to bound the goal.

The repair writes `pow_succ' (1 - a / 2) k`, which makes the rewrite split the intended power. The new `le_trans` line then applies the inequality that was `p4` directly, leaving a polynomial inequality in `a` and `e` that `linarith` gets from `p3`. Using `le_trans` in place of `p4` is a matter of style, since with the right power split `linarith` could have used `p4` as it stood. The new layout of `p3` and the shorter `hq` are also just tidying.

Lean accepts the file once it reads:

```diff
@@ -27,16 +27,13 @@
       have p1 : 0 ≤ e * (1 - e) * (1 + e) := by positivity
       have p2 : 0 ≤ (1 - e) ^ 2 * (2 + e) := by positivity
-      have p3 : 0 ≤ (1 - e) * (e - a + e ^ 2) :=
-        mul_nonneg hd (by nlinarith [sq_nonneg e])
-      have p4 : (1 - a / 2) * (1 - e) ≤ (1 - a / 2) * (1 - a / 2) ^ k :=
-        mul_le_mul_of_nonneg_left hb (by linarith)
+      have p3 : 0 ≤ (1 - e) * (e - a + e ^ 2) := mul_nonneg hd (by nlinarith [sq_nonneg e])
       refine ⟨by linarith, by linarith, ?_⟩
-      rw [pow_succ']
+      rw [pow_succ' (1 - a / 2) k]
+      refine le_trans ?_ (mul_le_mul_of_nonneg_left hb (by linarith))
       linarith
   -- the error is squeezed between zero and a geometric sequence
-  have hq : Tendsto (fun k : ℕ => 1 - (1 - a / 2) ^ k) atTop (𝓝 1) := by
-    have h := (tendsto_pow_atTop_nhds_zero_of_lt_one
-      (show (0 : ℝ) ≤ 1 - a / 2 by linarith) (by linarith)).const_sub 1
-    simpa only [sub_zero] using h
+  have hq := (tendsto_pow_atTop_nhds_zero_of_lt_one
+    (show (0 : ℝ) ≤ 1 - a / 2 by linarith) (by linarith)).const_sub 1
+  rw [sub_zero] at hq
   exact tendsto_of_tendsto_of_tendsto_of_le_of_le hq tendsto_const_nhds
     (fun k => by have := (key k).2.2; simp only; linarith) (fun k => (key k).2.1)
```
